# For fixed end stiffnesses and a fixed number of sudden switches from equilibrium, geometric staging of a classical harmonic trap minimizes the total mean dissipation

The dissipation of a sudden stiffness switch is computed here from the classical Boltzmann distribution of the trap: the mean work of a switch is the energy jump averaged over the canonical distribution of the old trap, and the dissipation is this work minus the free-energy change. Full equilibration before every switch is thereby built into the mean work, and no dynamics appears.

## The claim and its derivation

A classical particle on a line has potential energy $kx^2/2$ and is held at inverse temperature $\beta>0$. The stiffness is switched suddenly through positive values $k_0=a,\ k_1,\dots,k_n=b$, with $n\ge 1$ and the endpoints fixed. Write $r_j=k_{j+1}/k_j$ for $0\le j<n$, and $q=(b/a)^{1/n}$. The total mean dissipation is

$$D=\frac{1}{2\beta}\sum_{j=0}^{n-1}\left(r_j-1-\ln r_j\right),$$

and it is minimal exactly when $k_j=a\,q^j$ for all $0\le j\le n$.

**One switch, from $k$ to $k'$.** Put $c=\beta k/2$, so that the Boltzmann weight is $e^{-cx^2}$ and the partition function is $Z(k)=\int e^{-cx^2}dx=\sqrt{2\pi/(\beta k)}$. Since

$$\frac{d}{dx}\left(x e^{-cx^2}\right)=e^{-cx^2}-2c\,x^2e^{-cx^2}$$

integrates to zero over the line, $\int x^2e^{-cx^2}dx=Z(k)/(2c)$, and therefore $\langle x^2\rangle_k=1/(\beta k)$. The mean work is

$$\langle W\rangle=\frac{k'-k}{2}\,\langle x^2\rangle_k=\frac{1}{2\beta}\left(\frac{k'}{k}-1\right).$$

With $F(k)=-\ln Z(k)/\beta$, the free-energy change is $F(k')-F(k)=\ln(k'/k)/(2\beta)$. Subtracting it from the mean work and summing over the switches gives $D$.

**The whole sequence.** The logarithms telescope: $\sum_j\ln r_j=\ln(b/a)=n\ln q$. Hence

$$\sum_{j=0}^{n-1}\left(\frac{r_j}{q}-1-\ln\frac{r_j}{q}\right)=\frac1q\sum_{j=0}^{n-1}r_j-n.$$

Solving for $\sum_j r_j$ and inserting it into $D$ yields

$$D=\frac{n(q-1)-\ln(b/a)}{2\beta}+\frac{q}{2\beta}\sum_{j=0}^{n-1}\left(\frac{r_j}{q}-1-\ln\frac{r_j}{q}\right).$$

The first term depends only on $a$, $b$, $n$ and $\beta$. In the second, the function $u-1-\ln u$ has derivative $1-1/u$, so on $u>0$ it has its only minimum at $u=1$, where it vanishes. The excess is therefore nonnegative, and it is zero only if every $r_j=q$. Starting from $k_0=a$, this forces $k_j=aq^j$. Conversely, that sequence has all ratios equal to $q$ and ends at $aq^n=b$.

**A missing endpoint.** Suppose that the condition $k_n=b$ is dropped. Take $n=1$, $a=1$, $b=4$. The sequence $k_0=k_1=1$ then competes and dissipates nothing, whereas the geometric sequence $1,4$ dissipates $(3-\ln 4)/(2\beta)>0$. Optimality fails.

For simulations that switch a harmonic restraint in stages between two given positive stiffnesses, the result favours stiffnesses evenly spaced in $\ln k$, provided that the restrained coordinate is classical and one-dimensional, is subject to no other potential and equilibrates fully before each switch. The criterion is mean dissipation at a fixed number of switches; the cost of equilibration and the variance of a free-energy estimate do not enter.

## The trap, its free energy and its work

In Lean 4 with Mathlib:

```lean
import Mathlib

open MeasureTheory

namespace HarmonicTrapStaging

noncomputable section
```

Stiffness, position and inverse temperature are real numbers. The energy is that of the trap alone.

```lean
/-- Potential energy of a particle at position `x` in a harmonic trap of stiffness `k`. -/
def trapEnergy (k x : ℝ) : ℝ := k * x ^ 2 / 2
```

The partition function is the integral over position only. The momentum factor is the same for all stiffnesses and cancels in free-energy differences.

```lean
/-- Configurational partition function of the trap at inverse temperature `β`. -/
def partitionFn (β k : ℝ) : ℝ := ∫ x : ℝ, Real.exp (-β * trapEnergy k x)

/-- Configurational free energy of the trap. -/
def freeEnergy (β k : ℝ) : ℝ := -Real.log (partitionFn β k) / β
```

`meanWork` divides the weighted integral of the energy jump by the partition function of the old trap, which makes it a normalized canonical average.

```lean
/-- Mean work of a sudden switch from `k` to `k'`: the energy jump averaged over the
canonical distribution of the old trap. -/
def meanWork (β k k' : ℝ) : ℝ :=
  (∫ x : ℝ, (trapEnergy k' x - trapEnergy k x) * Real.exp (-β * trapEnergy k x)) /
    partitionFn β k

/-- Mean dissipation of one switch: mean work minus free-energy change. -/
def dissipation (β k k' : ℝ) : ℝ :=
  meanWork β k k' - (freeEnergy β k' - freeEnergy β k)
```

A stiffness sequence is a function `k : ℕ → ℝ`. The sum runs over `j` from `0` to `n - 1`, with switch `j` leading from `k j` to `k (j + 1)`; values beyond index `n` play no role.

```lean
/-- Total mean dissipation of `n` sudden switches, each starting from equilibrium. -/
def totalDissipation (β : ℝ) (n : ℕ) (k : ℕ → ℝ) : ℝ :=
  ∑ j ∈ Finset.range n, dissipation β (k j) (k (j + 1))
```

## Admissible sequences and the geometric candidate

`IsStaging` collects the constraints: both endpoints, and positive stiffness at every stage. The sequence need not be monotonic.

```lean
/-- A sequence of positive stiffnesses that leads from `a` to `b` in `n` switches. -/
def IsStaging (a b : ℝ) (n : ℕ) (k : ℕ → ℝ) : Prop :=
  k 0 = a ∧ k n = b ∧ ∀ j ≤ n, 0 < k j
```

`stageRatio` is $q$, and `geometricStiffness a b n j` is $aq^j$.

```lean
/-- The `n`-th root of the overall stiffness ratio. -/
def stageRatio (a b : ℝ) (n : ℕ) : ℝ := (b / a) ^ ((n : ℝ)⁻¹)

/-- The geometric sequence of stiffnesses starting at `a`. -/
def geometricStiffness (a b : ℝ) (n j : ℕ) : ℝ := a * stageRatio a b n ^ j
```

## Mean work and free-energy change

In the next lemma `b` is the coefficient in the Gaussian exponent, called $c$ above, and not the final stiffness. The proof is the integration by parts: `hd` supplies the derivative of $xe^{-bx^2}$, and `hz` says that its integral vanishes, which needs the integrability of the function and of its derivative.

```lean
/-- The second moment of a Gaussian weight is its total mass divided by `2 b`. -/
theorem gaussian_second_moment {b : ℝ} (hb : 0 < b) :
    ∫ x : ℝ, x ^ 2 * Real.exp (-b * x ^ 2) =
      (∫ x : ℝ, Real.exp (-b * x ^ 2)) / (2 * b) := by
  have h0 := integrable_exp_neg_mul_sq hb
  have h1 := integrable_mul_exp_neg_mul_sq hb
  have h2 : Integrable (fun x : ℝ => x ^ 2 * Real.exp (-b * x ^ 2)) := by
    have h := integrable_rpow_mul_exp_neg_mul_sq hb (s := 2) (by norm_num)
    simpa only [Real.rpow_two] using h
  -- integrate the derivative of `x * exp (-b x²)` over the whole line
  have hd : ∀ x : ℝ, HasDerivAt (fun y : ℝ => y * Real.exp (-b * y ^ 2))
      (Real.exp (-b * x ^ 2) - 2 * b * (x ^ 2 * Real.exp (-b * x ^ 2))) x := by
    intro x
    have hi : HasDerivAt (fun y : ℝ => -b * y ^ 2) (-b * (2 * x)) x :=
      ((hasDerivAt_pow 2 x).const_mul (-b)).congr_deriv (by norm_num)
    exact ((hasDerivAt_id' x).fun_mul hi.exp).congr_deriv (by ring)
  have hz := integral_eq_zero_of_hasDerivAt_of_integrable hd
    (h0.sub (h2.const_mul (2 * b))) h1
  rw [integral_sub h0 (h2.const_mul (2 * b)), integral_const_mul] at hz
  rw [eq_div_iff (by positivity)]
  linear_combination -hz
```

For the mean work, `hn` writes the integrand as $(k'-k)/2$ times the second-moment integrand. The preceding lemma then applies with $c=\beta k/2$, and the positivity of the partition function, `hZ`, allows it to be cancelled.

```lean
/-- Mean work of a sudden stiffness switch from equilibrium. -/
theorem meanWork_eq {β k : ℝ} (hβ : 0 < β) (hk : 0 < k) (k' : ℝ) :
    meanWork β k k' = (k' / k - 1) / (2 * β) := by
  have h : ∀ x : ℝ, Real.exp (-β * trapEnergy k x) = Real.exp (-(β * k / 2) * x ^ 2) := by
    intro x
    unfold trapEnergy
    congr 1
    ring
  have hn : ∀ x : ℝ, (trapEnergy k' x - trapEnergy k x) * Real.exp (-β * trapEnergy k x) =
      (k' - k) / 2 * (x ^ 2 * Real.exp (-(β * k / 2) * x ^ 2)) := by
    intro x
    rw [h]
    unfold trapEnergy
    ring
  have hZ : 0 < ∫ x : ℝ, Real.exp (-(β * k / 2) * x ^ 2) := by
    rw [integral_gaussian]
    positivity
  unfold meanWork partitionFn
  rw [integral_congr_ae (Filter.Eventually.of_forall hn),
    integral_congr_ae (Filter.Eventually.of_forall h), integral_const_mul,
    gaussian_second_moment (by positivity)]
  generalize (∫ x : ℝ, Real.exp (-(β * k / 2) * x ^ 2)) = Z at hZ ⊢
  field_simp
```

The free-energy lemma evaluates the Gaussian integral. Its auxiliary statement `hlog` expands $\ln Z$ into $\ln\pi$, $\ln(\beta/2)$ and the logarithm of the stiffness; only the last survives in the difference.

```lean
/-- Free-energy difference between two harmonic traps. -/
theorem freeEnergy_sub {β k k' : ℝ} (hβ : 0 < β) (hk : 0 < k) (hk' : 0 < k') :
    freeEnergy β k' - freeEnergy β k = Real.log (k' / k) / (2 * β) := by
  have hlog : ∀ c : ℝ, 0 < c → Real.log (partitionFn β c) =
      (Real.log Real.pi - Real.log (β / 2) - Real.log c) / 2 := by
    intro c hc
    have h : ∀ x : ℝ, Real.exp (-β * trapEnergy c x) =
        Real.exp (-(β / 2 * c) * x ^ 2) := by
      intro x
      unfold trapEnergy
      congr 1
      ring
    have hβ2 : β / 2 ≠ 0 := by positivity
    unfold partitionFn
    rw [integral_congr_ae (Filter.Eventually.of_forall h), integral_gaussian,
      Real.log_sqrt (by positivity), Real.log_div Real.pi_ne_zero (mul_ne_zero hβ2 hc.ne'),
      Real.log_mul hβ2 hc.ne']
    ring
  unfold freeEnergy
  rw [hlog k' hk', hlog k hk, Real.log_div hk'.ne' hk.ne']
  ring
```

Together the two lemmas turn the defined dissipation into the logarithmic formula for $D$, term by term.

```lean
/-- Total mean dissipation as a sum over the successive stiffness ratios. -/
theorem totalDissipation_eq {β : ℝ} (hβ : 0 < β) {n : ℕ} {k : ℕ → ℝ}
    (hk : ∀ j ≤ n, 0 < k j) :
    totalDissipation β n k = ∑ j ∈ Finset.range n,
      (k (j + 1) / k j - 1 - Real.log (k (j + 1) / k j)) / (2 * β) := by
  refine Finset.sum_congr rfl fun j hj => ?_
  have hjn := Finset.mem_range.mp hj
  unfold dissipation
  rw [meanWork_eq hβ (hk j (by omega)),
    freeEnergy_sub hβ (hk j (by omega)) (hk (j + 1) (by omega))]
  ring
```

## Splitting off the excess

This theorem is the decomposition of $D$ into an endpoint term and an excess. The fact $n\ln q=\ln(b/a)$ is `hlq`, the telescoping sum is `htel`, and `hs` evaluates the sum of excess terms as $\frac1q\sum_j r_j-n$. What remains is algebra in $\sum_j r_j$, $\ln(b/a)$ and $q$.

```lean
/-- The total dissipation splits into a part fixed by the endpoints and the number of
switches, and an excess that compares each stiffness ratio with the `n`-th root. -/
theorem totalDissipation_excess {β a b : ℝ} (hβ : 0 < β) {n : ℕ} (hn : n ≠ 0)
    {k : ℕ → ℝ} (hk : IsStaging a b n k) :
    totalDissipation β n k =
      (n * (stageRatio a b n - 1) - Real.log (b / a)) / (2 * β) +
      stageRatio a b n / (2 * β) * ∑ j ∈ Finset.range n,
        (k (j + 1) / k j / stageRatio a b n - 1 -
          Real.log (k (j + 1) / k j / stageRatio a b n)) := by
  obtain ⟨h0, hN, hpos⟩ := hk
  have ha : 0 < a := by rw [← h0]; exact hpos 0 (Nat.zero_le n)
  have hb : 0 < b := by rw [← hN]; exact hpos n le_rfl
  have hq : 0 < stageRatio a b n := Real.rpow_pos_of_pos (div_pos hb ha) _
  have hlq : n * Real.log (stageRatio a b n) = Real.log (b / a) := by
    rw [← Real.log_pow]
    unfold stageRatio
    rw [Real.rpow_inv_natCast_pow (div_pos hb ha).le hn]
  -- the free-energy changes telescope
  have htel : ∑ j ∈ Finset.range n, Real.log (k (j + 1) / k j) = Real.log (b / a) := by
    rw [Real.log_div hb.ne' ha.ne', ← h0, ← hN,
      ← Finset.sum_range_sub (fun j => Real.log (k j)) n]
    refine Finset.sum_congr rfl fun j hj => ?_
    have hjn := Finset.mem_range.mp hj
    exact Real.log_div (hpos (j + 1) (by omega)).ne' (hpos j (by omega)).ne'
  have hs : ∑ j ∈ Finset.range n, (k (j + 1) / k j / stageRatio a b n - 1 -
      Real.log (k (j + 1) / k j / stageRatio a b n)) =
      (∑ j ∈ Finset.range n, k (j + 1) / k j) / stageRatio a b n - n := by
    have ht : ∀ j ∈ Finset.range n, k (j + 1) / k j / stageRatio a b n - 1 -
        Real.log (k (j + 1) / k j / stageRatio a b n) =
        k (j + 1) / k j / stageRatio a b n - 1 - Real.log (k (j + 1) / k j) +
          Real.log (stageRatio a b n) := by
      intro j hj
      have hjn := Finset.mem_range.mp hj
      rw [Real.log_div (div_pos (hpos (j + 1) (by omega)) (hpos j (by omega))).ne' hq.ne']
      ring
    rw [Finset.sum_congr rfl ht, Finset.sum_add_distrib, Finset.sum_sub_distrib,
      Finset.sum_sub_distrib, htel, ← Finset.sum_div]
    simp only [Finset.sum_const, Finset.card_range, nsmul_eq_mul, mul_one]
    linarith
  rw [totalDissipation_eq hβ hpos, hs, ← Finset.sum_div, Finset.sum_sub_distrib,
    Finset.sum_sub_distrib, htel]
  simp only [Finset.sum_const, Finset.card_range, nsmul_eq_mul, mul_one]
  generalize (∑ j ∈ Finset.range n, k (j + 1) / k j) = S
  generalize Real.log (b / a) = L
  generalize stageRatio a b n = q at hq ⊢
  field_simp
  ring
```

The geometric sequence is admissible because $q^n=b/a$. This requires $n\neq0$: with no switches, a sequence cannot join two different stiffnesses.

```lean
/-- The geometric sequence is positive and joins the prescribed endpoints. -/
theorem geometric_isStaging {a b : ℝ} (ha : 0 < a) (hb : 0 < b) {n : ℕ} (hn : n ≠ 0) :
    IsStaging a b n (geometricStiffness a b n) := by
  have hq : 0 < stageRatio a b n := Real.rpow_pos_of_pos (div_pos hb ha) _
  refine ⟨by simp [geometricStiffness], ?_, fun j _ => mul_pos ha (pow_pos hq j)⟩
  unfold geometricStiffness stageRatio
  rw [Real.rpow_inv_natCast_pow (div_pos hb ha).le hn]
  field_simp
```

Each of its ratios divided by $q$ equals $1$, so every excess term vanishes and the endpoint term is the whole dissipation.

```lean
/-- Total mean dissipation of the geometric sequence in closed form. -/
theorem geometric_dissipation {β a b : ℝ} (hβ : 0 < β) (ha : 0 < a) (hb : 0 < b)
    {n : ℕ} (hn : n ≠ 0) :
    totalDissipation β n (geometricStiffness a b n) =
      (n * (stageRatio a b n - 1) - Real.log (b / a)) / (2 * β) := by
  have hq : 0 < stageRatio a b n := Real.rpow_pos_of_pos (div_pos hb ha) _
  rw [totalDissipation_excess hβ hn (geometric_isStaging ha hb hn),
    Finset.sum_eq_zero, mul_zero, add_zero]
  intro j _
  have h1 : geometricStiffness a b n (j + 1) / geometricStiffness a b n j /
      stageRatio a b n = 1 := by
    unfold geometricStiffness
    rw [pow_succ]
    field_simp
  rw [h1]
  simp
```

## Optimality and uniqueness

The final theorem assumes $\beta,a,b>0$ and $n\ge1$. It states first that the geometric sequence satisfies the constraints. For every admissible `k` it then gives two conclusions: the geometric sequence dissipates no more than `k`, and the two totals are equal if and only if `k` agrees with the geometric sequence at every index `j ≤ n`. For $n=1$ the endpoints already determine the sequence, and the statement holds trivially.

The inequality follows from `hterm`, which is $\ln u\le u-1$ applied to $u=r_j/q$. If the totals are equal, the excess is zero; a sum of nonnegative terms that vanishes has only zero terms, which is `hall`. The strict inequality $\ln u<u-1$ for $u\ne1$ then gives $r_j=q$, and induction on `j` recovers $k_j=aq^j$ from $k_0=a$. In the converse direction, sequences that agree up to index `n` have the same summands.

```lean
/-- Among all positive stiffness sequences with fixed endpoints and `n ≥ 1` switches, the
geometric one minimizes the total mean dissipation, and it is the only minimizer. -/
theorem geometric_staging_optimal {β a b : ℝ} (hβ : 0 < β) (ha : 0 < a) (hb : 0 < b)
    {n : ℕ} (hn : 1 ≤ n) :
    IsStaging a b n (geometricStiffness a b n) ∧
    ∀ k : ℕ → ℝ, IsStaging a b n k →
      totalDissipation β n (geometricStiffness a b n) ≤ totalDissipation β n k ∧
      (totalDissipation β n k = totalDissipation β n (geometricStiffness a b n) ↔
        ∀ j ≤ n, k j = geometricStiffness a b n j) := by
  have hn0 : n ≠ 0 := by omega
  refine ⟨geometric_isStaging ha hb hn0, fun k hk => ?_⟩
  have hq : 0 < stageRatio a b n := Real.rpow_pos_of_pos (div_pos hb ha) _
  have hE := totalDissipation_excess hβ hn0 hk
  have hG := geometric_dissipation hβ ha hb hn0
  obtain ⟨h0, -, hpos⟩ := hk
  have hr : ∀ j < n, 0 < k (j + 1) / k j / stageRatio a b n := fun j hj =>
    div_pos (div_pos (hpos (j + 1) (by omega)) (hpos j (by omega))) hq
  have hterm : ∀ j ∈ Finset.range n, 0 ≤ k (j + 1) / k j / stageRatio a b n - 1 -
      Real.log (k (j + 1) / k j / stageRatio a b n) := fun j hj =>
    sub_nonneg.mpr (Real.log_le_sub_one_of_pos (hr j (Finset.mem_range.mp hj)))
  have hc : 0 < stageRatio a b n / (2 * β) := by positivity
  refine ⟨?_, fun h => ?_, fun h => ?_⟩
  · rw [hE, hG]
    exact le_add_of_nonneg_right (mul_nonneg hc.le (Finset.sum_nonneg hterm))
  · -- zero excess forces every ratio to equal the common one
    rw [hE, hG] at h
    have hz := (mul_eq_zero.mp (add_eq_left.mp h)).resolve_left hc.ne'
    have hall := (Finset.sum_eq_zero_iff_of_nonneg hterm).mp hz
    intro j
    induction j with
    | zero => intro _; simp [geometricStiffness, h0]
    | succ j ih =>
      intro hj
      have h1 : k (j + 1) / k j / stageRatio a b n = 1 := by
        by_contra hne
        have hlt := Real.log_lt_sub_one_of_pos (hr j (by omega)) hne
        have heq := hall j (Finset.mem_range.mpr (by omega))
        linarith
      rw [div_eq_one_iff_eq hq.ne', div_eq_iff (hpos j (by omega)).ne',
        ih (by omega)] at h1
      rw [h1]
      unfold geometricStiffness
      ring
  · refine Finset.sum_congr rfl fun j hj => ?_
    have hjn := Finset.mem_range.mp hj
    rw [h j (by omega), h (j + 1) (by omega)]

end

end HarmonicTrapStaging
```

```lean
#print axioms HarmonicTrapStaging.geometric_staging_optimal
```

```
'HarmonicTrapStaging.geometric_staging_optimal' depends on axioms: [propext, Classical.choice, Quot.sound]
```
